# The bordered Sternheimer matrix of a Hermitian matrix is invertible exactly when the eigenvalue is simple

Let $H$ be a Hermitian $n\times n$ complex matrix, and let $\psi$ satisfy $H\psi=E\psi$ with $E$ real and $\langle\psi,\psi\rangle=1$. The inner product $\langle x,y\rangle=\sum_i \overline{x_i}\,y_i$ is conjugate-linear in its first argument. For a vector $b$, write $Qb=b-\langle\psi,b\rangle\psi$ for its part orthogonal to $\psi$. The eigenvalue $E$ is simple if every solution of $Hv=Ev$ is a multiple of $\psi$. The bordered matrix and its action on a vector $u$ and a scalar $c$ are

$$
B=\begin{pmatrix}H-E&\psi\\ \psi^*&0\end{pmatrix},\qquad
B\begin{pmatrix}u\\c\end{pmatrix}=\begin{pmatrix}(H-E)u+c\psi\\ \langle\psi,u\rangle\end{pmatrix}.
$$

$B$ is invertible if and only if $E$ is simple. In that case the solution of $B(u,c)=(-b,0)$ is characterised by

$$
c=-\langle\psi,b\rangle,\qquad (H-E)u=-Qb,\qquad \langle\psi,u\rangle=0 .
$$

With $b=V\psi$ for a perturbation $V$, the middle equation is the Sternheimer equation for the first-order change of a nondegenerate state of a finite matrix, and $-c$ is the first-order energy.

## Derivation by projection

Since $H$ is Hermitian and $E$ is real,

$$
\langle\psi,(H-E)u\rangle=\langle(H-E)\psi,u\rangle=0 .
$$

Projecting the first block row, $(H-E)u+c\psi=-b$, on $\psi$ therefore leaves $c=-\langle\psi,b\rangle$. Substituting this back gives

$$
(H-E)u=-b+\langle\psi,b\rangle\psi=-Qb .
$$

The second row is $\langle\psi,u\rangle=0$. Conversely, these three equations give back both block rows.

A square matrix is invertible exactly when its kernel is trivial. Suppose first that $B$ is invertible and $Hv=Ev$. Then $w=v-\langle\psi,v\rangle\psi$ satisfies $(H-E)w=0$ and $\langle\psi,w\rangle=0$, so $B(w,0)=0$. Hence $w=0$, and $v$ is a multiple of $\psi$.

Now suppose that $E$ is simple and $B(u,c)=0$. The equations above with $b=0$ give $c=0$, $(H-E)u=0$ and $\langle\psi,u\rangle=0$. Simplicity gives $u=a\psi$ for some scalar $a$, and then $a=\langle\psi,u\rangle=0$.

## A two-level example

Take
$$
H=\begin{pmatrix}2&1\\1&2\end{pmatrix},\quad E=1,\quad \psi=\tfrac1{\sqrt2}\begin{pmatrix}1\\-1\end{pmatrix},\quad b=\begin{pmatrix}2\\0\end{pmatrix}.
$$
Then $\langle\psi,b\rangle=\sqrt2$, so $c=-\sqrt2$ and $Qb=(1,1)$. Orthogonality to $\psi$ forces $u=(s,s)$, and $(H-E)u=(2s,2s)=(-1,-1)$ gives $s=-\tfrac12$. As a check, $(H-E)u+c\psi=(-1,-1)+(-1,1)=(-2,0)=-b$.

## The bordered matrix in Lean

The basis is indexed by an arbitrary finite type `n`.

```lean
import Mathlib

open Matrix

namespace BorderedSternheimer

noncomputable section

variable {n : Type*} [Fintype n] [DecidableEq n]
```

The type `n ⊕ Unit` adds one index for the multiplier. Declaring `E : ℝ` makes the eigenvalue real from the start.

```lean
/-- The bordered matrix `[[H - E, ψ], [ψ*, 0]]`. -/
def bordered (H : Matrix n n ℂ) (ψ : n → ℂ) (E : ℝ) : Matrix (n ⊕ Unit) (n ⊕ Unit) ℂ :=
  Matrix.fromBlocks (H - (E : ℂ) • (1 : Matrix n n ℂ)) (Matrix.of fun i _ => ψ i)
    (Matrix.of fun _ j => star (ψ j)) 0
```

A vector on the enlarged index set is assembled from $u$ and $c$.

```lean
/-- The block vector `(u, c)` made of a vector `u` and a scalar multiplier `c`. -/
def pair {n : Type*} (u : n → ℂ) (c : ℂ) : n ⊕ Unit → ℂ := Sum.elim u (fun _ => c)
```

The expression `star ψ ⬝ᵥ b` is $\langle\psi,b\rangle$, so the next definition is $Qb$ in an orthonormal basis; a nonorthogonal basis with an overlap matrix is not covered.

```lean
/-- The vector `Q b = b - ⟨ψ, b⟩ ψ`. -/
def projectOut (ψ b : n → ℂ) : n → ℂ := b - (star ψ ⬝ᵥ b) • ψ
```

For a Hermitian matrix, an eigenvalue is simple exactly when its eigenspace is one-dimensional, and the definition states this condition on the eigenspace.

```lean
/-- Every solution of `H v = E v` is a multiple of `ψ`. -/
def Nondegenerate (H : Matrix n n ℂ) (ψ : n → ℂ) (E : ℝ) : Prop :=
  ∀ v : n → ℂ, H *ᵥ v = (E : ℂ) • v → ∃ a : ℂ, v = a • ψ
```

Two lemmas allow block vectors to be compared component by component.

```lean
/-- Two block vectors agree exactly when their vector parts and their multipliers agree. -/
theorem pair_eq_iff {n : Type*} {u v : n → ℂ} {c d : ℂ} :
    pair u c = pair v d ↔ u = v ∧ c = d := by
  constructor
  · intro h
    exact ⟨funext fun i => congrFun h (Sum.inl i), congrFun h (Sum.inr ())⟩
  · rintro ⟨rfl, rfl⟩
    rfl

/-- The block vector with zero vector part and zero multiplier is the zero vector. -/
theorem pair_zero {n : Type*} : pair (0 : n → ℂ) 0 = 0 := by
  ext (i | _) <;> rfl
```

The next two compute the action of $H-E$ and then that of $B$.

```lean
/-- The matrix `H - E` sends `u` to `H u - E u`. -/
theorem shift_mulVec (H : Matrix n n ℂ) (E : ℝ) (u : n → ℂ) :
    (H - (E : ℂ) • (1 : Matrix n n ℂ)) *ᵥ u = H *ᵥ u - (E : ℂ) • u := by
  rw [Matrix.sub_mulVec]
  congr 1
  ext i
  simp [Matrix.mulVec, dotProduct, Matrix.one_apply]

/-- The bordered matrix sends `(u, c)` to `((H - E) u + c ψ, ⟨ψ, u⟩)`. -/
theorem bordered_mulVec (H : Matrix n n ℂ) (ψ : n → ℂ) (E : ℝ) (u : n → ℂ) (c : ℂ) :
    bordered H ψ E *ᵥ pair u c =
      pair (H *ᵥ u - (E : ℂ) • u + c • ψ) (star ψ ⬝ᵥ u) := by
  rw [← shift_mulVec H E u]
  ext (i | _)
  · simp only [bordered, pair, Matrix.mulVec, dotProduct, Fintype.sum_sum_type,
      Matrix.fromBlocks_apply₁₁, Matrix.fromBlocks_apply₁₂, Matrix.of_apply, Sum.elim_inl,
      Sum.elim_inr, Pi.add_apply, Pi.smul_apply, smul_eq_mul, Finset.univ_unique,
      Finset.sum_singleton]
    ring
  · simp [bordered, pair, Matrix.mulVec, dotProduct]
```

## Projection and the Sternheimer equation

Taking the adjoint of the eigenvalue equation gives $\psi^*H=E\psi^*$, which makes the range of $H-E$ orthogonal to $\psi$. Hermiticity enters here.

```lean
omit [DecidableEq n] in
/-- For Hermitian `H` with eigenvector `ψ` at `E`, every vector `(H - E) u` is
orthogonal to `ψ`. -/
theorem range_orthogonal {H : Matrix n n ℂ} {ψ : n → ℂ} {E : ℝ} (hH : H.IsHermitian)
    (hψ : H *ᵥ ψ = (E : ℂ) • ψ) (u : n → ℂ) :
    star ψ ⬝ᵥ (H *ᵥ u - (E : ℂ) • u) = 0 := by
  -- the adjoint eigenvalue equation: `ψ* H = E ψ*`
  have h : star ψ ᵥ* H = (E : ℂ) • star ψ := by
    have h' := congrArg star hψ
    rw [Matrix.star_mulVec, hH.eq] at h'
    rw [h']
    ext i
    simp [mul_comm]
  rw [dotProduct_sub, Matrix.dotProduct_mulVec, h, smul_dotProduct, dotProduct_smul, sub_self]
```

In the forward direction, `h3` is the first block row projected on $\psi$. The tactic `module` then settles the vector algebra of the substitution, and of the converse.

```lean
/-- For Hermitian `H` with unit eigenvector `ψ` at `E`, the pair `(u, c)` solves the bordered system
with right-hand side `(-b, 0)` exactly when `c = -⟨ψ, b⟩`, `(H - E) u = -Q b` and `u` is orthogonal
to `ψ`. -/
theorem bordered_system_iff {H : Matrix n n ℂ} {ψ : n → ℂ} {E : ℝ} (hH : H.IsHermitian)
    (hψ : H *ᵥ ψ = (E : ℂ) • ψ) (hn : star ψ ⬝ᵥ ψ = 1) (b u : n → ℂ) (c : ℂ) :
    bordered H ψ E *ᵥ pair u c = pair (-b) 0 ↔
      c = -(star ψ ⬝ᵥ b) ∧ H *ᵥ u - (E : ℂ) • u = -projectOut ψ b ∧ star ψ ⬝ᵥ u = 0 := by
  rw [bordered_mulVec, pair_eq_iff]
  constructor
  · rintro ⟨h1, h2⟩
    -- projecting the first block row on `ψ` leaves only the multiplier
    have hc : c = -(star ψ ⬝ᵥ b) := by
      have h3 := congrArg (fun w => star ψ ⬝ᵥ w) h1
      simpa only [dotProduct_add, range_orthogonal hH hψ u, dotProduct_smul, hn,
        dotProduct_neg, smul_eq_mul, mul_one, zero_add] using h3
    refine ⟨hc, ?_, h2⟩
    rw [eq_sub_of_add_eq h1, hc, projectOut]
    module
  · rintro ⟨hc, h1, h2⟩
    refine ⟨?_, h2⟩
    rw [h1, hc, projectOut]
    module
```

## Invertibility and the solution

The kernel criterion comes from the determinant: it vanishes exactly when some nonzero vector is annihilated. The proof splits such a vector into its two blocks.

```lean
/-- The bordered matrix is invertible exactly when the homogeneous bordered system has only
the zero solution. -/
theorem isUnit_iff_kernel (H : Matrix n n ℂ) (ψ : n → ℂ) (E : ℝ) :
    IsUnit (bordered H ψ E) ↔
      ∀ (u : n → ℂ) (c : ℂ), bordered H ψ E *ᵥ pair u c = pair 0 0 → u = 0 ∧ c = 0 := by
  rw [Matrix.isUnit_iff_isUnit_det, isUnit_iff_ne_zero, ne_eq,
    ← Matrix.exists_mulVec_eq_zero_iff]
  constructor
  · intro h u c hx
    by_contra hne
    refine h ⟨pair u c, ?_, by rw [hx, pair_zero]⟩
    intro h0
    exact hne (pair_eq_iff.1 (h0.trans pair_zero.symm))
  · rintro h ⟨x, hne, hx⟩
    have e : x = pair (fun i => x (Sum.inl i)) (x (Sum.inr ())) := by
      ext (i | _) <;> rfl
    obtain ⟨h1, h2⟩ := h (fun i => x (Sum.inl i)) (x (Sum.inr ()))
      (by rw [← e, hx, pair_zero])
    apply hne
    rw [e, h1, h2, pair_zero]
```

In the main equivalence, `hk` places $(w,0)$ in the kernel of $B$. The other direction applies the previous system with $b=0$.

```lean
/-- For Hermitian `H` with unit eigenvector `ψ` at `E`, the bordered matrix is invertible if
and only if the eigenvalue `E` is simple. -/
theorem bordered_isUnit_iff {H : Matrix n n ℂ} {ψ : n → ℂ} {E : ℝ} (hH : H.IsHermitian)
    (hψ : H *ᵥ ψ = (E : ℂ) • ψ) (hn : star ψ ⬝ᵥ ψ = 1) :
    IsUnit (bordered H ψ E) ↔ Nondegenerate H ψ E := by
  rw [isUnit_iff_kernel]
  constructor
  · intro h v hv
    -- the part of `v` orthogonal to `ψ` lies in the kernel
    have hk : bordered H ψ E *ᵥ pair (v - (star ψ ⬝ᵥ v) • ψ) 0 = pair 0 0 := by
      rw [bordered_mulVec, pair_eq_iff]
      constructor
      · rw [Matrix.mulVec_sub, Matrix.mulVec_smul, hv, hψ]
        module
      · rw [dotProduct_sub, dotProduct_smul, hn, smul_eq_mul, mul_one, sub_self]
    exact ⟨star ψ ⬝ᵥ v, sub_eq_zero.1 (h _ _ hk).1⟩
  · intro h u c hk
    have hk' : bordered H ψ E *ᵥ pair u c = pair (-0) 0 := by rw [neg_zero, hk]
    obtain ⟨hc, h1, h2⟩ := (bordered_system_iff hH hψ hn 0 u c).1 hk'
    have h3 : H *ᵥ u - (E : ℂ) • u = 0 := by
      rw [h1]
      simp [projectOut]
    -- `u` is both parallel and orthogonal to `ψ`
    obtain ⟨a, ha⟩ := h u (sub_eq_zero.1 h3)
    rw [ha, dotProduct_smul, hn, smul_eq_mul, mul_one] at h2
    exact ⟨by rw [ha, h2, zero_smul], by simpa using hc⟩
```

For simple $E$, multiplying by $B$ or by $B^{-1}$ passes between the linear system and its solution. The vector $b$ is arbitrary but given in advance. In a self-consistent response calculation $b$ itself depends on the first-order change of the states, and that dependence is not modelled.

```lean
/-- For Hermitian `H` with unit eigenvector `ψ` at a simple eigenvalue `E`, the inverse bordered
matrix applied to `(-b, 0)` gives `(u, c)` exactly when `c = -⟨ψ, b⟩`, `(H - E) u = -Q b` and `u` is
orthogonal to `ψ`. -/
theorem bordered_inverse_solution {H : Matrix n n ℂ} {ψ : n → ℂ} {E : ℝ}
    (hH : H.IsHermitian) (hψ : H *ᵥ ψ = (E : ℂ) • ψ) (hn : star ψ ⬝ᵥ ψ = 1)
    (hE : Nondegenerate H ψ E) (b u : n → ℂ) (c : ℂ) :
    (bordered H ψ E)⁻¹ *ᵥ pair (-b) 0 = pair u c ↔
      c = -(star ψ ⬝ᵥ b) ∧ H *ᵥ u - (E : ℂ) • u = -projectOut ψ b ∧ star ψ ⬝ᵥ u = 0 := by
  have hdet := (Matrix.isUnit_iff_isUnit_det _).1 ((bordered_isUnit_iff hH hψ hn).2 hE)
  rw [← bordered_system_iff hH hψ hn b u c]
  constructor
  · intro h
    rw [← h, Matrix.mulVec_mulVec, Matrix.mul_nonsing_inv _ hdet, Matrix.one_mulVec]
  · intro h
    rw [← h, Matrix.mulVec_mulVec, Matrix.nonsing_inv_mul _ hdet, Matrix.one_mulVec]
```

## A Jordan block

Without Hermiticity, a one-dimensional eigenspace does not suffice. For $\begin{pmatrix}0&1\\0&0\end{pmatrix}$ with $E=0$ and $\psi=(1,0)$, the vector $u=(0,1)$ is mapped to $\psi$ and is orthogonal to it, so $(u,-1)$ lies in the kernel of the bordered matrix.

```lean
/-- For the non-Hermitian matrix `[[0, 1], [0, 0]]` with unit eigenvector `(1, 0)` at `E = 0`,
the eigenspace is spanned by that eigenvector, but the bordered matrix is singular. -/
theorem jordan_block_singular :
    !![(0 : ℂ), 1; 0, 0] *ᵥ ![1, 0] = ((0 : ℝ) : ℂ) • ![1, 0] ∧
    star ![(1 : ℂ), 0] ⬝ᵥ ![1, 0] = 1 ∧
    Nondegenerate !![(0 : ℂ), 1; 0, 0] ![1, 0] 0 ∧
    ¬ IsUnit (bordered !![(0 : ℂ), 1; 0, 0] ![1, 0] 0) := by
  refine ⟨?_, ?_, ?_, ?_⟩
  · ext i
    fin_cases i <;> simp [Matrix.mulVec, dotProduct, Fin.sum_univ_succ]
  · simp [dotProduct, Fin.sum_univ_succ]
  · intro v hv
    have h0 : v 1 = 0 := by
      have h := congrFun hv 0
      simpa [Matrix.mulVec, dotProduct, Fin.sum_univ_succ] using h
    refine ⟨v 0, ?_⟩
    ext i
    fin_cases i <;> simp [h0]
  · intro hU
    -- the block vector `((0, 1), -1)` is annihilated
    have hk := (isUnit_iff_kernel _ _ _).1 hU ![0, 1] (-1) (by
      rw [bordered_mulVec, pair_eq_iff]
      constructor
      · ext i
        fin_cases i <;> simp
      · simp [dotProduct, Fin.sum_univ_succ])
    have h1 := hk.2
    norm_num at h1

end

end BorderedSternheimer
```

```lean
#print axioms BorderedSternheimer.bordered_inverse_solution
-- 'BorderedSternheimer.bordered_inverse_solution' depends on axioms: [propext, Classical.choice, Quot.sound]
#print axioms BorderedSternheimer.jordan_block_singular
-- 'BorderedSternheimer.jordan_block_singular' depends on axioms: [propext, Classical.choice, Quot.sound]
```
